# Subtracting row sums from a symmetric dipole-dipole matrix with one displacement component per atom leaves an energy of relative displacements

Q: Take two atoms that move along one line, with displacements $u_1$ and $u_2$ and the dipole-dipole matrix

$$A=\begin{pmatrix} a & g\\ g & b\end{pmatrix}.$$

If I shift both atoms by $t$, the quadratic form $u\cdot Au$ is $(a+b+2g)\,t^2$. A rigid shift should cost nothing. What does subtracting the row sums do about that?

A: The row sums are $a+g$ and $g+b$. Taking them off the diagonal gives

$$B=\begin{pmatrix} -g & g\\ g & -g\end{pmatrix},\qquad u\cdot Bu=-g\,(u_1-u_2)^2 .$$

The self-terms $a$ and $b$ have gone, and only the relative displacement is left. With a single atom, $B$ is zero.

Q: Two atoms are easy. Show me the general case without skipping anything.

A: Let $A$ be a real symmetric matrix over $n$ atoms, and let $B_{kl}=A_{kl}-\delta_{kl}\sum_m A_{km}$. Acting on $u$,

$$(Bu)_k=\sum_l A_{kl}u_l-\Big(\sum_l A_{kl}\Big)u_k=\sum_l A_{kl}(u_l-u_k).$$

If all $u_k$ are equal, every bracket is zero, so $B$ annihilates uniform displacements. Symmetry has not been used yet. Now contract with $u$:

$$S=u\cdot Bu=\sum_{k,l}A_{kl}\,u_k(u_l-u_k).$$

Exchange the names $k$ and $l$, then use $A_{lk}=A_{kl}$:

$$S=\sum_{k,l}A_{kl}\,u_l(u_k-u_l).$$

Since $u_k(u_l-u_k)+u_l(u_k-u_l)=-(u_k-u_l)^2$, adding the two expressions gives $2S=-\sum_{k,l}A_{kl}(u_k-u_l)^2$, and hence

$$u\cdot Bu=-\tfrac12\sum_{k,l}A_{kl}(u_k-u_l)^2 .$$

The factor $\tfrac12$ is there because the double sum counts each pair twice.

Q: Where does this matter in a phonon calculation?

A: In Fourier interpolation for polar crystals, an analytic dipole-dipole part can be subtracted from the force constants before interpolation and restored afterwards. In the finite, real model at phonon wavevector $q=0$ treated here, the correction ensures that this part exerts no force under a rigid shift. The acoustic sum rule for the full force constants also needs the short-range remainder to respect translations, and that remainder does not appear here.

Q: Then let me see what Lean calls an atom and a matrix.

A: Atoms are the elements of a finite type `n`, and `c` will later label Cartesian directions. A displacement pattern is a function `u : n → ℝ`, with one component per atom and no mass weighting, so a constant function is a translation. The definition `corrected` is $B$.

```lean
import Mathlib

open Matrix

namespace DipoleSumRule

noncomputable section

variable {n c : Type*} [Fintype n] [DecidableEq n] [Fintype c]

/-- The real matrix `A` with its row sums subtracted from the diagonal. -/
def corrected (A : Matrix n n ℝ) : Matrix n n ℝ :=
  A - diagonal (fun k => ∑ l, A k l)
```

Q: Nothing in that definition says "dipole".

A: That is right. `A` is any real matrix, so the results hold for dipole-dipole matrices because they hold for all matrices that meet the stated hypotheses. Diagonal entries are allowed, which leaves room for an atom's interaction with its own periodic images, but no lattice sum is constructed.

The first lemma is the formula for $(Bu)_k$. Its proof splits the matrix difference, evaluates the diagonal part as a product, and collects the sums.

```lean
/-- The corrected matrix acts on a displacement pattern only through relative displacements. -/
theorem corrected_mulVec (A : Matrix n n ℝ) (u : n → ℝ) (k : n) :
    (corrected A *ᵥ u) k = ∑ l, A k l * (u l - u k) := by
  rw [corrected, Matrix.sub_mulVec, Pi.sub_apply, Matrix.mulVec_diagonal]
  simp only [Matrix.mulVec, dotProduct, mul_sub, Finset.sum_sub_distrib, Finset.sum_mul]
```

Setting all displacements to `t` makes each difference zero, which gives the translation property.

```lean
/-- The corrected matrix annihilates every uniform displacement. -/
theorem corrected_uniform (A : Matrix n n ℝ) (t : ℝ) :
    corrected A *ᵥ (fun _ => t) = 0 := by
  ext k
  rw [corrected_mulVec]
  simp
```

Q: Why row sums? Perhaps another diagonal correction would do as well.

A: No other diagonal does. Applied to the displacement $(1,\dots,1)$, the matrix $A-\mathrm{diag}(d)$ gives $\sum_l A_{kl}-d_k$ in row $k$, and this is zero for every $k$ exactly when $d$ consists of the row sums. In the proof, `key` is this evaluation, and the two directions of the equivalence read it forwards and backwards. The statement compares diagonal corrections only; it does not rule out corrections that also change off-diagonal entries.

```lean
/-- A diagonal correction makes the matrix annihilate the unit uniform displacement
exactly when it consists of the row sums. -/
theorem correction_unique (A : Matrix n n ℝ) (d : n → ℝ) :
    (A - diagonal d) *ᵥ (fun _ => (1 : ℝ)) = 0 ↔ d = fun k => ∑ l, A k l := by
  have key : ∀ k, ((A - diagonal d) *ᵥ (fun _ => (1 : ℝ))) k = ∑ l, A k l - d k := by
    intro k
    rw [Matrix.sub_mulVec, Pi.sub_apply, Matrix.mulVec_diagonal]
    simp only [Matrix.mulVec, dotProduct, mul_one]
  constructor
  · intro h
    ext k
    have hk := congrFun h k
    rw [key, Pi.zero_apply] at hk
    linarith
  · intro h
    ext k
    rw [key, h, Pi.zero_apply, sub_self]
```

Q: And the identity itself?

A: Read `u ⬝ᵥ corrected A *ᵥ u` as $u\cdot Bu$, and `hA : A.IsSymm` as $A^{T}=A$. The steps `h1` and `h2` are the two expressions for $S$; `Finset.sum_comm` exchanges the order of summation, and `hA.apply k l` supplies the symmetry. Step `h3` adds them into squares, and `linarith` solves for $S$.

```lean
/-- For a symmetric real matrix, the quadratic form of the corrected matrix is minus one half of the
coupling-weighted sum of squared relative displacements. -/
theorem corrected_quadratic (A : Matrix n n ℝ) (hA : A.IsSymm) (u : n → ℝ) :
    u ⬝ᵥ corrected A *ᵥ u = -(1 / 2) * ∑ k, ∑ l, A k l * (u k - u l) ^ 2 := by
  have h1 : u ⬝ᵥ corrected A *ᵥ u = ∑ k, ∑ l, A k l * (u k * (u l - u k)) := by
    simp only [dotProduct, corrected_mulVec, Finset.mul_sum]
    exact Finset.sum_congr rfl fun k _ => Finset.sum_congr rfl fun l _ => by ring
  -- exchange the two atom labels
  have h2 : u ⬝ᵥ corrected A *ᵥ u = ∑ k, ∑ l, A k l * (u l * (u k - u l)) := by
    rw [h1, Finset.sum_comm]
    exact Finset.sum_congr rfl fun k _ => Finset.sum_congr rfl fun l _ => by
      rw [hA.apply k l]
  -- the two expressions add up to minus the sum of squares
  have h3 : ∑ k, ∑ l, A k l * (u k * (u l - u k)) + ∑ k, ∑ l, A k l * (u l * (u k - u l))
      = -∑ k, ∑ l, A k l * (u k - u l) ^ 2 := by
    simp only [← Finset.sum_add_distrib, ← Finset.sum_neg_distrib]
    exact Finset.sum_congr rfl fun k _ => Finset.sum_congr rfl fun l _ => by ring
  linarith
```

Q: You called it an energy. Does the identity make that energy positive?

A: Not by itself. With the usual harmonic convention the energy is $\tfrac12\,u\cdot Bu$, and its sign depends on the couplings. If $A_{kl}<0$ for all distinct atoms, each pair acts like a spring with positive constant $-A_{kl}$. Every term $-A_{kl}(u_k-u_l)^2$ is then nonnegative, and a zero total forces each term to vanish, so all displacements are equal.

That sign condition is the hypothesis `hneg`, and it is assumed. It describes, for example, like charges on a line moving along that line, where the coupling is $-2Z_kZ_l/r^3$ for charges $Z_k$, $Z_l$ at distance $r$. Opposite charges reverse the sign, so an ionic crystal should not be expected to satisfy it.

In the proof, `hn` gives the sign of each term and `hq` rewrites the quadratic form. `Finset.sum_eq_zero_iff_of_nonneg` is then used twice, first to make each row sum vanish and then each term in a row. For a single atom the condition is empty and every displacement is uniform, in agreement with $B=0$.

```lean
/-- If `A` is symmetric and all couplings between distinct atoms are negative, the corrected
quadratic form is nonnegative, and it vanishes exactly for uniform displacements. -/
theorem corrected_stable (A : Matrix n n ℝ) (hA : A.IsSymm)
    (hneg : ∀ k l, k ≠ l → A k l < 0) (u : n → ℝ) :
    0 ≤ u ⬝ᵥ corrected A *ᵥ u ∧
      (u ⬝ᵥ corrected A *ᵥ u = 0 ↔ ∀ k l, u k = u l) := by
  have hn : ∀ k l, 0 ≤ -A k l * (u k - u l) ^ 2 := by
    intro k l
    by_cases hkl : k = l
    · subst hkl
      simp
    · exact mul_nonneg (neg_nonneg.2 (hneg k l hkl).le) (sq_nonneg _)
  have hq : u ⬝ᵥ corrected A *ᵥ u = (1 / 2) * ∑ k, ∑ l, -A k l * (u k - u l) ^ 2 := by
    rw [corrected_quadratic A hA]
    simp only [neg_mul, Finset.sum_neg_distrib, mul_neg]
  have hrow : ∀ k, 0 ≤ ∑ l, -A k l * (u k - u l) ^ 2 :=
    fun k => Finset.sum_nonneg fun l _ => hn k l
  rw [hq]
  refine ⟨mul_nonneg (by norm_num) (Finset.sum_nonneg fun k _ => hrow k), ?_, ?_⟩
  · intro h k l
    have hs : ∑ k, ∑ l, -A k l * (u k - u l) ^ 2 = 0 := by linarith
    -- a vanishing sum of nonnegative terms vanishes term by term
    have h1 := (Finset.sum_eq_zero_iff_of_nonneg (fun k _ => hrow k)).1 hs k
      (Finset.mem_univ k)
    have h2 := (Finset.sum_eq_zero_iff_of_nonneg (fun l _ => hn k l)).1 h1 l
      (Finset.mem_univ l)
    by_contra hne
    have hkl : k ≠ l := fun e => hne (by rw [e])
    have hd : u k - u l ≠ 0 := sub_ne_zero.2 hne
    have hp : 0 < -A k l * (u k - u l) ^ 2 :=
      mul_pos (neg_pos.2 (hneg k l hkl)) (by positivity)
    linarith
  · intro h
    have hz : ∀ k l, u k - u l = 0 := fun k l => sub_eq_zero.2 (h k l)
    simp [hz]
```

Q: Here is my main objection. Real atoms move in three dimensions, and a dipole-dipole coupling is a tensor. Your numbers $A_{kl}$ are not that.

A: For that case each `A k l` becomes a Cartesian matrix, and the correction subtracts the sum of the blocks in an atomic row from the diagonal block:

$$B_{kl}=A_{kl}-\delta_{kl}\sum_m A_{km}.$$

```lean
/-- The real matrix blocks `A k l`, with the sum of the blocks in each atomic row subtracted from
the diagonal block. -/
def blockCorrected (A : n → n → Matrix c c ℝ) (k l : n) : Matrix c c ℝ :=
  A k l - if k = l then ∑ m, A k m else 0
```

The displacement `u k` is now a vector, and as before

$$\sum_l B_{kl}u_l=\sum_l A_{kl}u_l-\Big(\sum_m A_{km}\Big)u_k=\sum_l A_{kl}(u_l-u_k).$$

In the proof, `hd` selects the one term with $l=k$ from the correction, and `h` distributes the sum of blocks over the vector.

```lean
/-- The corrected blocks act on vector displacements only through relative displacements. -/
theorem block_mulVec (A : n → n → Matrix c c ℝ) (u : n → c → ℝ) (k : n) :
    ∑ l, blockCorrected A k l *ᵥ u l = ∑ l, A k l *ᵥ (u l - u k) := by
  have h : (∑ m, A k m) *ᵥ u k = ∑ m, A k m *ᵥ u k := by
    ext a
    simp only [Matrix.mulVec, dotProduct, Matrix.sum_apply, Finset.sum_apply, Finset.sum_mul]
    exact Finset.sum_comm
  have hd : ∑ l, (if k = l then ∑ m, A k m else 0) *ᵥ u l = (∑ m, A k m) *ᵥ u k := by
    rw [Finset.sum_eq_single k]
    · rw [if_pos rfl]
    · intro l _ hl
      rw [if_neg (Ne.symm hl), Matrix.zero_mulVec]
    · intro hk
      exact absurd (Finset.mem_univ k) hk
  simp only [blockCorrected, Matrix.sub_mulVec, Matrix.mulVec_sub, Finset.sum_sub_distrib]
  rw [hd, h]
```

If every atom moves by the same vector `t`, the right-hand side vanishes. This covers translations in every direction, again without any symmetry.

```lean
/-- The corrected blocks annihilate every rigid translation of the atoms. -/
theorem block_uniform (A : n → n → Matrix c c ℝ) (t : c → ℝ) (k : n) :
    ∑ l, blockCorrected A k l *ᵥ t = 0 := by
  rw [block_mulVec A (fun _ => t) k]
  simp
```

Q: So the quadratic identity carries over for any symmetric force-constant matrix?

A: No, it needs more than that. Symmetry of the full matrix gives $A_{lk}=A_{kl}^{T}$, whereas the exchange of labels needs $A_{lk}=A_{kl}$. Two atoms show the difference. Let $A_{12}=M$ and $A_{21}=M^{T}$. The left side of the would-be identity then exceeds the right side by $u_1\cdot(M-M^{T})u_2$, which is zero for all displacements only if $M$ is symmetric.

With the exchange condition $A_{lk}=A_{kl}$, the contraction can be written in two ways:

$$S=\sum_{k,l}u_k\cdot A_{kl}(u_l-u_k)=\sum_{k,l}u_l\cdot A_{kl}(u_k-u_l).$$

Adding them gives

$$\sum_{k,l}u_k\cdot B_{kl}u_l=-\tfrac12\sum_{k,l}(u_k-u_l)\cdot A_{kl}(u_k-u_l).$$

The hypothesis `hA` is the exchange condition, and `h1`, `h2` and `h3` play the same parts as before.

```lean
/-- If the Cartesian blocks are unchanged when two atoms are exchanged, the corrected
quadratic form depends on relative vector displacements alone, pair by pair. -/
theorem block_quadratic (A : n → n → Matrix c c ℝ) (hA : ∀ k l, A l k = A k l)
    (u : n → c → ℝ) :
    ∑ k, u k ⬝ᵥ (∑ l, blockCorrected A k l *ᵥ u l)
      = -(1 / 2) * ∑ k, ∑ l, (u k - u l) ⬝ᵥ A k l *ᵥ (u k - u l) := by
  have h1 : ∑ k, u k ⬝ᵥ (∑ l, blockCorrected A k l *ᵥ u l)
      = ∑ k, ∑ l, u k ⬝ᵥ A k l *ᵥ (u l - u k) := by
    refine Finset.sum_congr rfl fun k _ => ?_
    rw [block_mulVec]
    simp only [dotProduct, Finset.sum_apply, Finset.mul_sum]
    exact Finset.sum_comm
  -- exchange the two atom labels
  have h2 : ∑ k, ∑ l, u k ⬝ᵥ A k l *ᵥ (u l - u k)
      = ∑ k, ∑ l, u l ⬝ᵥ A k l *ᵥ (u k - u l) := by
    rw [Finset.sum_comm]
    exact Finset.sum_congr rfl fun k _ => Finset.sum_congr rfl fun l _ => by rw [hA k l]
  have h3 : ∑ k, ∑ l, u k ⬝ᵥ A k l *ᵥ (u l - u k) + ∑ k, ∑ l, u l ⬝ᵥ A k l *ᵥ (u k - u l)
      = -∑ k, ∑ l, (u k - u l) ⬝ᵥ A k l *ᵥ (u k - u l) := by
    simp only [← Finset.sum_add_distrib, ← Finset.sum_neg_distrib]
    refine Finset.sum_congr rfl fun k _ => Finset.sum_congr rfl fun l _ => ?_
    simp only [Matrix.mulVec_sub, dotProduct_sub, sub_dotProduct]
    ring
  linarith
```

Q: Does any actual dipole interaction satisfy that condition?

A: Point charges in a finite cluster do. Let atom $k$ have position $x_k$ and scalar effective charge $Z_k$, so that a displacement $u_k$ creates the dipole $Z_ku_k$. With $r=x_k-x_l$ and Cartesian indices $a,b$, the block for two distinct atoms is

$$(A_{kl})_{ab}=Z_kZ_l\left(\frac{\delta_{ab}}{|r|^3}-\frac{3r_ar_b}{|r|^5}\right),$$

in units where the Coulomb energy of two charges is $Z_kZ_l/|r|$. The self-block is set to zero.

```lean
/-- The distance between atoms `k` and `l` at positions `x`. -/
def separation (x : n → Fin 3 → ℝ) (k l : n) : ℝ :=
  √(∑ a, (x k a - x l a) ^ 2)

/-- The dipole-dipole block of two atoms with scalar effective charges `Z` in a finite cluster,
without self-interaction. The formula has physical meaning only if distinct atoms sit at distinct
positions, which the definition does not require. -/
def dipoleBlock (Z : n → ℝ) (x : n → Fin 3 → ℝ) (k l : n) : Matrix (Fin 3) (Fin 3) ℝ :=
  Matrix.of fun a b => if k = l then 0 else
    Z k * Z l * ((if a = b then 1 else 0) / separation x k l ^ 3
      - 3 * (x k a - x l a) * (x k b - x l b) / separation x k l ^ 5)
```

Exchanging the atoms turns $r$ into $-r$. The distance stays the same, the product $r_ar_b$ is even, and $Z_kZ_l=Z_lZ_k$, so the block is unchanged. The proof follows this: `hs` handles the distance, the case $k=l$ is immediate, and `ring` checks the remaining entries. The result is exactly what `block_quadratic` requires as `hA`. For distinct atoms at the same position the formula has no physical meaning, although Lean still assigns it a value.

```lean
omit [Fintype n] in
/-- The dipole-dipole blocks of scalar effective charges are unchanged when the two atoms
are exchanged. -/
theorem dipoleBlock_witness (Z : n → ℝ) (x : n → Fin 3 → ℝ) (k l : n) :
    dipoleBlock Z x l k = dipoleBlock Z x k l := by
  have hs : separation x l k = separation x k l := by
    unfold separation
    congr 1
    exact Finset.sum_congr rfl fun a _ => by ring
  by_cases h : k = l
  · rw [h]
  · ext a b
    simp only [dipoleBlock, Matrix.of_apply, if_neg h, if_neg (Ne.symm h), hs]
    ring

end

end DipoleSumRule
```

```lean
#print axioms DipoleSumRule.corrected_quadratic
#print axioms DipoleSumRule.corrected_stable
#print axioms DipoleSumRule.block_uniform
#print axioms DipoleSumRule.block_quadratic
```

```
'DipoleSumRule.corrected_quadratic' depends on axioms: [propext, Classical.choice, Quot.sound]
'DipoleSumRule.corrected_stable' depends on axioms: [propext, Classical.choice, Quot.sound]
'DipoleSumRule.block_uniform' depends on axioms: [propext, Classical.choice, Quot.sound]
'DipoleSumRule.block_quadratic' depends on axioms: [propext, Classical.choice, Quot.sound]
```

Q: Born effective charges are tensors in general. Are they included?

A: The translation property includes them, since `block_uniform` accepts any real blocks. The pairwise quadratic identity applies only if the resulting blocks satisfy the exchange condition, and a block of the form $Z_k^{T}DZ_l$, with charge tensors $Z_k$, $Z_l$ and a symmetric dipole tensor $D$, need not be symmetric. The periodic Ewald sum, dielectric screening, the direction-dependent limit $q\to0$ and matrices at nonzero $q$ are not treated either.

Q: Why not use one large matrix indexed by atom and direction together, and apply `corrected` to that?

A: Because its row sums would run over directions as well as atoms. The corrected matrix would be sure to annihilate the translation along $(1,1,1)$, but not a translation along $x$ alone. The large matrix is a sound way to model the problem if the correction is redefined to sum over atoms only, separately for each pair of directions. Its ordinary symmetry would then have to be supplemented by the symmetry of each Cartesian block to recover the quadratic identity. Keeping the blocks explicit puts that requirement into the single hypothesis `hA`.
